# Two neighbouring isotopes in a harmonic chain have a localized in-phase staggered exponential mode exactly when \(m' < m/2\)

## The chain, its masses and its normal modes

Atoms sit at the integer sites \(n\) of an infinite one-dimensional chain. Each is joined to its two neighbours by springs of constant \(K\), which stands for the curvature of the bond energy at equilibrium. The host atoms have mass \(m\), and the atoms at sites 0 and 1 have mass \(m'\). Since they are isotopes of the host, the springs are the same everywhere. All quantities are real numbers, in any consistent set of units.

```lean
import Mathlib

namespace IsotopePairModes

noncomputable section
```

The mass at site \(n\) is \(M_n = m'\) for \(n = 0, 1\) and \(M_n = m\) otherwise.

```lean
/-- Masses of the chain: `m'` at the two neighbouring sites 0 and 1, and `m` elsewhere. -/
def pairMass (m m' : ℝ) (n : ℤ) : ℝ := if n = 0 ∨ n = 1 then m' else m
```

Let the displacement of atom \(n\) from equilibrium be \(u_n\cos(wt)\), where \(w\) is the angular frequency and \(t\) the time. Newton's equation \(M_n\ddot x_n = K(x_{n+1}+x_{n-1}-2x_n)\) then becomes

\[
-M_n w^2 u_n = K\,(u_{n+1}+u_{n-1}-2u_n)\qquad\text{for every } n .
\]

`IsNormalMode K M w u` is this infinite set of equations. Masses and displacements are functions from `ℤ` to `ℝ`, so there are no chain ends and no periodic boundary conditions.

```lean
/-- The displacements `u` oscillate with frequency `w` on a chain with masses `M` and
nearest-neighbour springs `K`: Newton's equation holds at every site. -/
def IsNormalMode (K : ℝ) (M : ℤ → ℝ) (w : ℝ) (u : ℤ → ℝ) : Prop :=
  ∀ n, -(M n * w ^ 2 * u n) = K * (u (n + 1) + u (n - 1) - 2 * u n)
```

## A profile that alternates and decays

A light atom tends to vibrate faster than the host can follow. Above the host band, neighbouring host atoms move in opposition, with an amplitude that falls off away from the defect. With a decay factor \(s\) and a sign \(\sigma = \pm1\), the profile is

\[
u_n = (-s)^{n-1}\ (n\ge 1),\qquad u_n = \sigma(-s)^{-n}\ (n\le 0).
\]

At the pair, \(u_1 = 1\) and \(u_0 = \sigma\), so \(\sigma = 1\) is the in-phase motion and \(\sigma = -1\) the out-of-phase motion. The profile is never identically zero. In Lean the sign enters through the hypothesis `σ ^ 2 = 1`.

```lean
/-- The staggered profile `(-s)^(n-1)` for `n ≥ 1` and `σ (-s)^(-n)` for `n ≤ 0`. The two
defect atoms move in phase for `σ = 1` and out of phase for `σ = -1`. -/
def pairMode (σ s : ℝ) (n : ℤ) : ℝ :=
  if 1 ≤ n then (-s) ^ (n - 1) else σ * (-s) ^ (-n)
```

Counting outwards from the pair with a natural number \(k\) gives \(u_{k+1} = (-s)^k\) on the right and \(u_{-k} = \sigma(-s)^k\) on the left. These two lemmas replace the integer exponents of the definition by natural ones.

```lean
/-- The profile at the `k`-th site to the right of site 1. -/
theorem pairMode_right (σ s : ℝ) (k : ℕ) : pairMode σ s ((k : ℤ) + 1) = (-s) ^ k := by
  have h : (1 : ℤ) ≤ (k : ℤ) + 1 := by omega
  unfold pairMode
  rw [if_pos h, add_sub_cancel_right, zpow_natCast]

/-- The profile at the `k`-th site to the left of site 0. -/
theorem pairMode_left (σ s : ℝ) (k : ℕ) : pairMode σ s (-(k : ℤ)) = σ * (-s) ^ k := by
  have h : ¬ (1 : ℤ) ≤ -(k : ℤ) := by omega
  unfold pairMode
  rw [if_neg h, neg_neg, zpow_natCast]
```

For \(0<s<1\) the mode is localized in the sense that the squared displacements have a finite sum. Each half contributes a geometric series in \(s^2\):

\[
\sum_n u_n^2 = 2\sum_{k\ge0}s^{2k} = \frac{2}{1-s^2}.
\]

The profile in the code is not normalised; multiplying it by \(\sqrt{(1-s^2)/2}\) gives unit norm. The lemma states summability, and its proof treats the two halves separately before joining them with `Summable.of_nat_of_neg`.

```lean
/-- For `0 < s < 1` the profile is square-summable over the infinite chain. -/
theorem pairMode_summable_sq {σ s : ℝ} (hσ : σ ^ 2 = 1) (hs0 : 0 < s) (hs1 : s < 1) :
    Summable fun n : ℤ => pairMode σ s n ^ 2 := by
  have hg : Summable fun k : ℕ => (s ^ 2) ^ k :=
    summable_geometric_of_lt_one (by positivity) (by nlinarith)
  have key : ∀ k : ℕ, ((-s) ^ k) ^ 2 = (s ^ 2) ^ k := by
    intro k
    rw [← pow_mul, mul_comm, pow_mul, neg_sq]
  have h1 : Summable fun k : ℕ => pairMode σ s ((k + 1 : ℕ) : ℤ) ^ 2 := by
    have e : (fun k : ℕ => pairMode σ s ((k + 1 : ℕ) : ℤ) ^ 2) = fun k => (s ^ 2) ^ k := by
      funext k
      rw [show ((k + 1 : ℕ) : ℤ) = (k : ℤ) + 1 by omega, pairMode_right, key]
    rw [e]; exact hg
  have h2 : Summable fun k : ℕ => pairMode σ s (-(k : ℤ)) ^ 2 := by
    have e : (fun k : ℕ => pairMode σ s (-(k : ℤ)) ^ 2) = fun k => (s ^ 2) ^ k := by
      funext k
      rw [pairMode_left, mul_pow, hσ, one_mul, key]
    rw [e]; exact hg
  exact Summable.of_nat_of_neg
    ((summable_nat_add_iff (f := fun k : ℕ => pairMode σ s (k : ℤ) ^ 2) 1).mp h1) h2
```

## From infinitely many equations to two

At a host site \(n\ge2\), the three displacements involved are \((-s)^{n-2}\) times \(1\), \(-s\) and \(s^2\). Newton's equation is therefore \((-s)^{n-2}\) times

\[
m w^2 s = K(1+2s+s^2) = K(1+s)^2 .
\]

The host sites on the left give the same condition, multiplied by \(\sigma\) and a power of \(-s\). At site 1 the neighbours have displacements \(-s\) and \(\sigma\), so

\[
-m'w^2 = K(-s+\sigma-2),\qquad\text{that is}\qquad m'w^2 = K(2+s-\sigma).
\]

At site 0 the equation is \(-m'w^2\sigma = K(1-\sigma s-2\sigma)\). Multiplying by \(-\sigma\) and using \(\sigma^2=1\) turns it into the one for site 1.

In the proof, sites 1 and 2 alone yield the two conditions. For the converse, the sites are split into right host, site 1, site 0 and left host. In each case `linear_combination` names the multiple of the host condition `hA` or the pair condition `hB` that reproduces Newton's equation; at site 0 it also uses \(\sigma^2=1\).

```lean
/-- For the staggered profile with `σ ^ 2 = 1`, Newton's equations for the whole chain reduce to
two: one for the host atoms and one for the defect atoms. -/
theorem isNormalMode_iff {K m m' w σ s : ℝ} (hσ : σ ^ 2 = 1) :
    IsNormalMode K (pairMass m m') w (pairMode σ s) ↔
      m * w ^ 2 * s = K * (1 + s) ^ 2 ∧ m' * w ^ 2 = K * (2 + s - σ) := by
  have u0 : pairMode σ s 0 = σ := by simpa using pairMode_left σ s 0
  have u1 : pairMode σ s 1 = 1 := by simpa using pairMode_right σ s 0
  have u2 : pairMode σ s 2 = -s := by simpa using pairMode_right σ s 1
  have u3 : pairMode σ s 3 = s ^ 2 := by simpa using pairMode_right σ s 2
  have v1 : pairMode σ s (-1) = σ * (-s) := by simpa using pairMode_left σ s 1
  have M0 : pairMass m m' 0 = m' := by simp [pairMass]
  have M1 : pairMass m m' 1 = m' := by simp [pairMass]
  have M2 : pairMass m m' 2 = m := by simp [pairMass]
  unfold IsNormalMode
  constructor
  · intro h
    -- sites 2 and 1 already give both conditions
    have h1 := h 1
    have h2 := h 2
    rw [show (1 : ℤ) + 1 = 2 by norm_num, show (1 : ℤ) - 1 = 0 by norm_num,
      M1, u0, u1, u2] at h1
    rw [show (2 : ℤ) + 1 = 3 by norm_num, show (2 : ℤ) - 1 = 1 by norm_num,
      M2, u1, u2, u3] at h2
    exact ⟨by linear_combination h2, by linear_combination -h1⟩
  · rintro ⟨hA, hB⟩ n
    have e1 : ∀ k : ℕ, (-s) ^ (k + 1) = (-s) ^ k * (-s) := fun k => pow_succ _ _
    have e2 : ∀ k : ℕ, (-s) ^ (k + 2) = (-s) ^ k * (-s) ^ 2 := fun k => pow_add _ _ _
    rcases (by omega : 2 ≤ n ∨ n = 1 ∨ n = 0 ∨ n ≤ -1) with h | h | h | h
    · -- host atoms on the right
      obtain ⟨k, hk⟩ : ∃ k : ℕ, n = (k : ℤ) + 2 := ⟨(n - 2).toNat, by omega⟩
      have hM : pairMass m m' n = m := by
        unfold pairMass
        exact if_neg (by omega)
      rw [hM, show n + 1 = ((k + 2 : ℕ) : ℤ) + 1 by omega,
        show n - 1 = (k : ℤ) + 1 by omega, show n = ((k + 1 : ℕ) : ℤ) + 1 by omega,
        pairMode_right, pairMode_right, pairMode_right, e1, e2]
      generalize (-s) ^ k = p
      linear_combination p * hA
    · rw [h, show (1 : ℤ) + 1 = 2 by norm_num, show (1 : ℤ) - 1 = 0 by norm_num,
        M1, u0, u1, u2]
      linear_combination -hB
    · rw [h, show (0 : ℤ) + 1 = 1 by norm_num, show (0 : ℤ) - 1 = -1 by norm_num,
        M0, u0, u1, v1]
      linear_combination (-σ) * hB + K * hσ
    · -- host atoms on the left
      obtain ⟨k, hk⟩ : ∃ k : ℕ, n = -(k : ℤ) - 1 := ⟨(-n - 1).toNat, by omega⟩
      have hM : pairMass m m' n = m := by
        unfold pairMass
        exact if_neg (by omega)
      rw [hM, show n + 1 = -(k : ℤ) by omega,
        show n - 1 = -((k + 2 : ℕ) : ℤ) by omega, show n = -((k + 1 : ℕ) : ℤ) by omega,
        pairMode_left, pairMode_left, pairMode_left, e1, e2]
      generalize (-s) ^ k = p
      linear_combination σ * p * hA
```

## Eliminating the frequency

Multiply the host condition by \(2+s-\sigma\) and the pair condition by \((1+s)^2\). The right-hand sides agree, so

\[
m w^2 s(2+s-\sigma) = m' w^2(1+s)^2 .
\]

Since \(\sigma\le1\) and \(s>0\), the factor \(2+s-\sigma\) is positive. With \(K>0\), the pair condition then excludes \(w=0\), and cancelling \(w^2\) leaves the secular condition

\[
m s(2+s-\sigma) = m'(1+s)^2 .
\]

Conversely, suppose that this holds. Because \(m'>0\), there is a real \(w\) with \(w^2 = K(2+s-\sigma)/m'\), which satisfies the pair condition. The host condition follows from

\[
m'\,(m w^2 s) = m s K(2+s-\sigma) = m' K(1+s)^2
\]

after division by \(m'\). The Lean proof follows both directions, with `Real.sqrt` supplying the frequency.

```lean
/-- Secular condition: the profile with decay factor `s` is a normal mode at some real
frequency exactly when `m s (2 + s - σ) = m' (1 + s)²`. -/
theorem exists_frequency_iff {K m m' σ s : ℝ} (hK : 0 < K) (hm' : 0 < m')
    (hσ : σ ^ 2 = 1) (hs : 0 < s) :
    (∃ w, IsNormalMode K (pairMass m m') w (pairMode σ s)) ↔
      m * s * (2 + s - σ) = m' * (1 + s) ^ 2 := by
  have hc : 0 < 2 + s - σ := by nlinarith [sq_nonneg (σ - 1)]
  have hKc : 0 < K * (2 + s - σ) := mul_pos hK hc
  constructor
  · rintro ⟨w, h⟩
    obtain ⟨hA, hB⟩ := (isNormalMode_iff hσ).mp h
    have hw : w ^ 2 ≠ 0 := by
      intro h0
      rw [h0, mul_zero] at hB
      linarith
    exact mul_right_cancel₀ hw
      (by linear_combination (2 + s - σ) * hA - (1 + s) ^ 2 * hB)
  · intro h
    have hB : m' * Real.sqrt (K * (2 + s - σ) / m') ^ 2 = K * (2 + s - σ) := by
      rw [Real.sq_sqrt (div_pos hKc hm').le, mul_div_cancel₀ _ hm'.ne']
    refine ⟨Real.sqrt (K * (2 + s - σ) / m'), (isNormalMode_iff hσ).mpr ⟨?_, hB⟩⟩
    exact mul_left_cancel₀ hm'.ne' (by linear_combination m * s * hB + K * h)
```

## The in-phase threshold at half the host mass

For \(\sigma=1\) the secular condition is \(ms(1+s)=m'(1+s)^2\). Cancelling \(1+s\) gives

\[
ms = m'(1+s),\qquad\text{so}\qquad s = \frac{m'}{m-m'} .
\]

If \(m'<m/2\), then \(0<m'<m-m'\), and this \(s\) lies between 0 and 1. If instead \(m\le 2m'\), a solution with \(0<s<1\) would give \(m'(1+s)=ms\le2m's\), hence \(m'(1-s)\le0\), which is impossible.

The theorem reads: for \(K>0\) and \(m'>0\), there are real \(s\) and \(w\) with \(0<s<1\) for which the in-phase profile is a normal mode, if and only if \(m'<m/2\). The host mass needs no sign hypothesis, since either side of the equivalence forces \(m>0\). The statement concerns profiles of this one-parameter form, not every conceivable localized vibration.

```lean
/-- A pair of equal isotopes `m'` at neighbouring sites has a localized in-phase mode of
staggered exponential form if and only if `m' < m / 2`. -/
theorem inPhase_mode_iff {K m m' : ℝ} (hK : 0 < K) (hm' : 0 < m') :
    (∃ s w, 0 < s ∧ s < 1 ∧ IsNormalMode K (pairMass m m') w (pairMode 1 s)) ↔
      m' < m / 2 := by
  constructor
  · rintro ⟨s, w, hs0, hs1, h⟩
    have hsec := (exists_frequency_iff hK hm' (by norm_num) hs0).mp ⟨w, h⟩
    have key : m * s = m' * (1 + s) :=
      mul_right_cancel₀ (by positivity : (1 + s) ≠ 0) (by linear_combination hsec)
    by_contra hn
    have hn' : m / 2 ≤ m' := not_lt.mp hn
    nlinarith [mul_pos hm' (sub_pos.2 hs1), mul_le_mul_of_nonneg_right hn' hs0.le]
  · intro h
    have hd : 0 < m - m' := by linarith
    -- the decay factor is m' / (m - m')
    obtain ⟨s, hs0, hs1, hs⟩ : ∃ s : ℝ, 0 < s ∧ s < 1 ∧ s * (m - m') = m' :=
      ⟨m' / (m - m'), div_pos hm' hd, (div_lt_one hd).2 (by linarith),
        div_mul_cancel₀ _ hd.ne'⟩
    obtain ⟨w, hw⟩ := (exists_frequency_iff (m := m) (σ := 1) hK hm' (by norm_num) hs0).mpr
      (by linear_combination (1 + s) * hs)
    exact ⟨s, w, hs0, hs1, hw⟩
```

The hypothesis \(K>0\) matters. Take \(K=0\), \(m=m'=1\), \(s=1/2\) and \(w=0\): both sides of every Newton equation vanish, so the profile counts as a mode although \(m'<m/2\) is false. Physically, uncoupled atoms stay wherever they are put.

## The out-of-phase mode needs only a lighter pair

Again let \(K>0\) and \(m'>0\). For \(\sigma=-1\) the secular condition is \(f(s)=0\), with

\[
f(s) = ms(3+s)-m'(1+s)^2,\qquad f(0)=-m'<0,\qquad f(1)=4(m-m').
\]

If \(m'<m\), then \(f(1)>0\), and the intermediate value theorem gives a zero strictly between 0 and 1. If \(m\le m'\), a zero would require \((1+s)^2\le s(3+s)\), that is \(1\le s\), against \(s<1\). In Lean the first half uses `intermediate_value_Ioo`, and the second is closed by `nlinarith`.

```lean
/-- A localized out-of-phase mode of staggered exponential form exists if and only if `m' < m`. -/
theorem outOfPhase_mode_iff {K m m' : ℝ} (hK : 0 < K) (hm' : 0 < m') :
    (∃ s w, 0 < s ∧ s < 1 ∧ IsNormalMode K (pairMass m m') w (pairMode (-1) s)) ↔
      m' < m := by
  constructor
  · rintro ⟨s, w, hs0, hs1, h⟩
    have hsec := (exists_frequency_iff hK hm' (by norm_num) hs0).mp ⟨w, h⟩
    by_contra hn
    have hp : 0 ≤ s * (3 + s) := by positivity
    nlinarith [mul_pos hm' (sub_pos.2 hs1), mul_le_mul_of_nonneg_right (not_lt.mp hn) hp]
  · intro h
    -- the secular function changes sign between s = 0 and s = 1
    have hf : ContinuousOn (fun s : ℝ => m * s * (3 + s) - m' * (1 + s) ^ 2)
        (Set.Icc 0 1) := by fun_prop
    obtain ⟨s, ⟨hs0, hs1⟩, hs⟩ := intermediate_value_Ioo (zero_le_one' ℝ) hf
      (show (0 : ℝ) ∈ Set.Ioo _ _ from ⟨by norm_num; linarith, by norm_num; linarith⟩)
    have hs' : m * s * (3 + s) - m' * (1 + s) ^ 2 = 0 := hs
    obtain ⟨w, hw⟩ := (exists_frequency_iff (m := m) (σ := -1) hK hm' (by norm_num) hs0).mpr
      (by linear_combination hs')
    exact ⟨s, w, hs0, hs1, hw⟩
```

The two thresholds differ because the spring between the defect atoms is not stretched in the in-phase motion. It therefore adds no restoring force, and a lighter pair is needed to lift the frequency out of the band.

## Frequencies above the host band

The travelling waves of the pure host satisfy \(mw^2 = 4K\sin^2(q/2)\), where \(q\) is the phase change per site, so their band ends at \(mw^2=4K\). For \(K>0\) and a localized mode of the staggered form, with either sign \(\sigma\), the host condition gives

\[
m w^2 s = K(1+s)^2 = 4Ks + K(1-s)^2 > 4Ks ,
\]

and division by \(s>0\) yields \(mw^2>4K\). The Lean theorem states this inequality; the dispersion relation serves only to interpret it.

```lean
/-- Every normal mode of the staggered form with `0 < s < 1`, in phase or out of phase, satisfies `m
w² > 4 K`. -/
theorem frequency_above_band {K m m' w σ s : ℝ} (hK : 0 < K) (hσ : σ ^ 2 = 1)
    (hs0 : 0 < s) (hs1 : s < 1)
    (h : IsNormalMode K (pairMass m m') w (pairMode σ s)) : 4 * K < m * w ^ 2 := by
  have hA := ((isNormalMode_iff hσ).mp h).1
  have hp : 0 < K * (1 - s) ^ 2 := mul_pos hK (pow_pos (sub_pos.2 hs1) 2)
  refine lt_of_mul_lt_mul_right ?_ hs0.le
  rw [hA]
  linarith [show K * (1 + s) ^ 2 = 4 * K * s + K * (1 - s) ^ 2 by ring]
```

## The in-phase frequency in closed form

The pair condition for \(\sigma=1\) is \(m'w^2=K(1+s)\). From \(s=m'/(m-m')\) we have \(1+s=m/(m-m')\), and therefore

\[
w^2 = \frac{Km}{m'(m-m')} .
\]

The theorem assumes \(K>0\), \(m'>0\) and \(s>0\), but not \(s<1\), so the formulas also hold for profiles that do not decay. Its proof first derives \(m-m'>0\) from \(ms=m'(1+s)\), which makes the divisions legitimate.

```lean
/-- The in-phase mode has decay factor `m' / (m - m')` and squared frequency
`K m / (m' (m - m'))`. -/
theorem inPhase_frequency {K m m' w s : ℝ} (hK : 0 < K) (hm' : 0 < m') (hs : 0 < s)
    (h : IsNormalMode K (pairMass m m') w (pairMode 1 s)) :
    s = m' / (m - m') ∧ w ^ 2 = K * m / (m' * (m - m')) := by
  have hB := ((isNormalMode_iff (by norm_num)).mp h).2
  have hsec := (exists_frequency_iff hK hm' (by norm_num) hs).mp ⟨w, h⟩
  have key : m * s = m' * (1 + s) :=
    mul_right_cancel₀ (by positivity : (1 + s) ≠ 0) (by linear_combination hsec)
  have hd : 0 < m - m' := by
    by_contra hn
    nlinarith [mul_le_mul_of_nonneg_right (not_lt.mp hn) hs.le]
  constructor
  · rw [eq_div_iff hd.ne']
    linear_combination key
  · rw [eq_div_iff (mul_pos hm' hd).ne']
    linear_combination (m - m') * hB + K * key

end

end IsotopePairModes
```

```lean
#print axioms IsotopePairModes.inPhase_mode_iff
#print axioms IsotopePairModes.outOfPhase_mode_iff
#print axioms IsotopePairModes.frequency_above_band
#print axioms IsotopePairModes.inPhase_frequency
```

```
'IsotopePairModes.inPhase_mode_iff' depends on axioms: [propext, Classical.choice, Quot.sound]
'IsotopePairModes.outOfPhase_mode_iff' depends on axioms: [propext, Classical.choice, Quot.sound]
'IsotopePairModes.frequency_above_band' depends on axioms: [propext, Classical.choice, Quot.sound]
'IsotopePairModes.inPhase_frequency' depends on axioms: [propext, Classical.choice, Quot.sound]
```

Take \(K=1\), \(m=3\) and \(m'=1\), a mass ratio chosen for simple arithmetic. Then \(s=1/2\) and \(w^2=3/2\), above the band edge \(4K/m=4/3\). The displacements at sites \(-1\) to \(3\) are \(-\tfrac12,\,1,\,1,\,-\tfrac12,\,\tfrac14\). At site 1, Newton's equation reads \(-\tfrac32 = -\tfrac12+1-2\). At site 2 the left side is \(-3\cdot\tfrac32\cdot(-\tfrac12)=\tfrac94\), and the right side is \(\tfrac14+1+1=\tfrac94\). Normalised to unit norm, the displacements are multiplied by \(\sqrt{3/8}\approx0.612\), and the pair carries \(3/4\) of the total squared displacement.

Isotopes of most elements differ in mass by much less than a factor of two. In this model a pair of lighter isotopes then has the localized out-of-phase mode but not the in-phase one, which calls for a much lighter substitute, whose springs would in general differ too. For supercell simulations of light mass defects, this infinite harmonic chain with nearest-neighbour springs shows how the required size can grow: the in-phase amplitude decays over about \(1/\ln(1/s)\) sites, a length that diverges as \(m'\) rises towards \(m/2\).
